# For p > 3, the coherence loss 1 − exp(−b^(1−p)), integrated over impact parameters b > 0 with weight b, is real and positive

In the model, a collision with impact parameter b > 0 at complex interaction strength r contributes the coherence loss b(1 − exp(−r b^(1−p))), and `amplitude p r` is the integral of this over all b > 0, with no further prefactor. The theorem `amplitude_one_pos` states that for p > 3 and r = 1, where the exponent is real, this complex-valued integral equals a positive real number. The attempt rewrites the loss as a real function and takes its integrability from the earlier lemma `loss_integrable`. It then seeks to show that the function is positive at every b > 0, so that its support meets the half-line in a set of positive measure and the integral is positive.

The failing Lean file:

```lean
import Mathlib

open MeasureTheory Set Filter Topology
open scoped Real

namespace AmplitudeOnePos

noncomputable section

/-- Phase shift `C / b^(p-1)` collected in a collision with impact parameter `b > 0`. -/
def phase (C p b : ℝ) : ℝ := C / b ^ (p - 1)

/-- Coherence loss at impact parameter `b > 0` for a complex interaction strength `r`. -/
def loss (p : ℝ) (r : ℂ) (b : ℝ) : ℂ := (b : ℂ) * (1 - Complex.exp (-(r * phase 1 p b)))

/-- Coherence loss integrated over all impact parameters. -/
def amplitude (p : ℝ) (r : ℂ) : ℂ := ∫ b in Ioi (0 : ℝ), loss p r b

/-- For `p > 3` the envelope `b min(1, b^(1-p))` is integrable over impact parameters. -/
theorem envelope_integrable {p : ℝ} (hp : 3 < p) :
    IntegrableOn (fun b => b * min 1 (phase 1 p b)) (Ioi 0) := by
  have hm : Measurable (fun b : ℝ => b * min 1 (phase 1 p b)) :=
    measurable_id.mul (measurable_const.min (by unfold phase; fun_prop))
  have hx : ∀ b : ℝ, 0 < b → 0 < phase 1 p b := fun b hb =>
    div_pos one_pos (Real.rpow_pos_of_pos hb _)
  rw [← Ioc_union_Ioi_eq_Ioi (zero_le_one' ℝ)]
  refine IntegrableOn.union ?_ ?_
  · refine Integrable.mono' (continuous_const (y := (1 : ℝ))).integrableOn_Ioc
      hm.aestronglyMeasurable
      ((ae_restrict_iff' measurableSet_Ioc).2 (Eventually.of_forall fun b hb => ?_))
    have h0 := (lt_min one_pos (hx b hb.1)).le
    rw [Real.norm_of_nonneg (mul_nonneg hb.1.le h0)]
    exact mul_le_one₀ hb.2 h0 (min_le_left _ _)
  · refine Integrable.mono' (integrableOn_Ioi_rpow_of_lt (show 2 - p < -1 by linarith) one_pos)
      hm.aestronglyMeasurable
      ((ae_restrict_iff' measurableSet_Ioi).2 (Eventually.of_forall fun b hb => ?_))
    have hb0 : 0 < b := zero_lt_one.trans (show 1 < b from hb)
    rw [Real.norm_of_nonneg (mul_nonneg hb0.le (lt_min one_pos (hx b hb0)).le),
      show 2 - p = 1 - (p - 1) by ring, Real.rpow_sub hb0, Real.rpow_one, ← mul_one_div]
    exact mul_le_mul_of_nonneg_left (min_le_right _ _) hb0.le

/-- For `b > 0`, `Re r ≥ 0` and `|r| ≤ R` the modulus of the coherence loss is at most `2 + 2R`
times the envelope `b min(1, b^(1-p))`. -/
theorem loss_le {p R b : ℝ} {r : ℂ} (hr : 0 ≤ r.re) (hR : ‖r‖ ≤ R) (hb : 0 < b) :
    ‖loss p r b‖ ≤ (2 + 2 * R) * (b * min 1 (phase 1 p b)) := by
  have hx : 0 < phase 1 p b := div_pos one_pos (Real.rpow_pos_of_pos hb _)
  have hR0 := (norm_nonneg r).trans hR
  have hz : ‖r * (phase 1 p b : ℂ)‖ ≤ R * phase 1 p b := by
    rw [norm_mul, Complex.norm_real, Real.norm_of_nonneg hx.le]
    exact mul_le_mul_of_nonneg_right hR hx.le
  have b1 : ‖1 - Complex.exp (-(r * phase 1 p b))‖ ≤ 2 := by
    have h : ‖Complex.exp (-(r * phase 1 p b))‖ ≤ 1 := by
      rw [Complex.norm_exp, Complex.neg_re, Complex.re_mul_ofReal]
      exact Real.exp_le_one_iff.2 (neg_nonpos.2 (mul_nonneg hr hx.le))
    have h' := norm_sub_le (1 : ℂ) (Complex.exp (-(r * phase 1 p b)))
    rw [norm_one] at h'
    linarith
  have b2 : ‖1 - Complex.exp (-(r * phase 1 p b))‖ ≤ 2 * (R * phase 1 p b) := by
    rcases le_total ‖r * (phase 1 p b : ℂ)‖ 1 with h | h
    · have h3 := Complex.norm_exp_sub_one_le (x := -(r * phase 1 p b)) (by rwa [norm_neg])
      rw [norm_neg, norm_sub_rev] at h3
      linarith
    · linarith
  have h : ‖1 - Complex.exp (-(r * phase 1 p b))‖ ≤ (2 + 2 * R) * min 1 (phase 1 p b) := by
    rcases le_total 1 (phase 1 p b) with h | h
    · rw [min_eq_left h]; linarith
    · rw [min_eq_right h]; linarith
  rw [loss, norm_mul, Complex.norm_real, Real.norm_of_nonneg hb.le]
  exact (mul_le_mul_of_nonneg_left h hb.le).trans_eq (by ring)

/-- For `p > 3` and `Re r ≥ 0` the coherence loss is integrable over impact parameters. -/
theorem loss_integrable {p : ℝ} (hp : 3 < p) {r : ℂ} (hr : 0 ≤ r.re) :
    IntegrableOn (loss p r) (Ioi 0) := by
  have hm : Measurable (loss p r) := by unfold loss phase; fun_prop
  exact Integrable.mono' (Integrable.const_mul (envelope_integrable hp) (2 + 2 * ‖r‖))
    hm.aestronglyMeasurable ((ae_restrict_iff' measurableSet_Ioi).2
      (Eventually.of_forall fun b hb => loss_le hr le_rfl hb))

/-- For `p > 3` the integrated loss at strength `1` is a positive real number. -/
theorem amplitude_one_pos {p : ℝ} (hp : 3 < p) : ∃ A : ℝ, 0 < A ∧ amplitude p 1 = A := by
  have he : ∀ b, loss p 1 b = ((b * (1 - Real.exp (-phase 1 p b)) : ℝ) : ℂ) := by
    intro b
    rw [loss, one_mul]
    push_cast
    rfl
  have hI := Complex.reCLM.integrable_comp (loss_integrable hp (r := 1) (by simp))
  simp only [he, Complex.reCLM_apply, Complex.ofReal_re] at hI
  have hpos : ∀ b ∈ Ioi (0 : ℝ), 0 < b * (1 - Real.exp (-phase 1 p b)) := fun b hb =>
    mul_pos hb (sub_pos.2 (Real.exp_lt_one
      (neg_neg_of_pos (div_pos one_pos (Real.rpow_pos_of_pos hb _)))))
  refine ⟨∫ b in Ioi (0 : ℝ), b * (1 - Real.exp (-phase 1 p b)), ?_, ?_⟩
  · rw [setIntegral_pos_iff_support_of_nonneg_ae ((ae_restrict_iff' measurableSet_Ioi).2
      (Eventually.of_forall fun b hb => (hpos b hb).le)) hI,
      inter_eq_right.2 (fun b hb => (hpos b hb).ne'), Real.volume_Ioi]
    simp
  · simp only [amplitude, he]
    exact integral_ofReal

end

end AmplitudeOnePos
```

Compiling this gives:

```
Main.lean:89:27: error(lean.unknownIdentifier): Unknown constant `Real.exp_lt_one`
Main.lean:94:6: error: Tactic `rewrite` failed: Did not find an occurrence of the pattern
  (fun b => b * (1 - rexp (-phase 1 p b)) = 0 → False) ∩ Ioi 0
in the target expression
  0 < volume ((Function.support fun b => b * (1 - rexp (-phase 1 p b))) ∩ Ioi 0)

case refine_1
p : ℝ
hp : 3 < p
he : ∀ (b : ℝ), loss p 1 b = ↑(b * (1 - rexp (-phase 1 p b)))
hI : Integrable (fun a => a * (1 - rexp (-phase 1 p a))) (volume.restrict (Ioi 0))
hpos : ∀ b ∈ Ioi 0, 0 < b * (1 - rexp (-phase 1 p b))
⊢ 0 < volume ((Function.support fun b => b * (1 - rexp (-phase 1 p b))) ∩ Ioi 0)
```

The change, after which it compiles:

```diff
@@ -87,10 +87,12 @@
   simp only [he, Complex.reCLM_apply, Complex.ofReal_re] at hI
   have hpos : ∀ b ∈ Ioi (0 : ℝ), 0 < b * (1 - Real.exp (-phase 1 p b)) := fun b hb =>
-    mul_pos hb (sub_pos.2 (Real.exp_lt_one
-      (neg_neg_of_pos (div_pos one_pos (Real.rpow_pos_of_pos hb _)))))
+    mul_pos hb (sub_pos.2 (Real.exp_lt_one_iff.2
+      (neg_lt_zero.2 (div_pos one_pos (Real.rpow_pos_of_pos hb _)))))
+  have hsub : Ioi (0 : ℝ) ⊆ Function.support
+      (fun b : ℝ => b * (1 - Real.exp (-phase 1 p b))) := fun b hb => (hpos b hb).ne'
   refine ⟨∫ b in Ioi (0 : ℝ), b * (1 - Real.exp (-phase 1 p b)), ?_, ?_⟩
   · rw [setIntegral_pos_iff_support_of_nonneg_ae ((ae_restrict_iff' measurableSet_Ioi).2
       (Eventually.of_forall fun b hb => (hpos b hb).le)) hI,
-      inter_eq_right.2 (fun b hb => (hpos b hb).ne'), Real.volume_Ioi]
+      inter_eq_right.2 hsub, Real.volume_Ioi]
     simp
   · simp only [amplitude, he]
```

What went wrong. The first message says that no constant `Real.exp_lt_one` exists under that name. The proof needs exp(−x) < 1 for positive x, and the repair gets it from the equivalence `Real.exp_lt_one_iff`, whose direction `.2` turns a negative exponent into this bound. No message concerns `neg_neg_of_pos`; its replacement, `neg_lt_zero.2`, supplies the same fact, that −x is negative.

The second message is about a rewrite that should reduce the support's intersection with `Ioi 0` to `Ioi 0`. The inclusion was given to `inter_eq_right.2` as a bare function, with nothing to say which larger set was meant. Lean read that set off the function's result, as the unfolded condition `... = 0 → False`. This means the same as membership in `Function.support`, but `rw` looks for the pattern as written and did not find it in the goal. The new `hsub` proves the inclusion by the same term but names `Function.support` in its statement, so the pattern now matches.
